# Logarithmic gap-edge divergence of the BCS nuclear-relaxation integral

When the nuclear spin-lattice relaxation rate of a superconductor at nonzero temperature is computed from the sharp BCS density of states with the nuclear Zeeman energy neglected, the energy integral diverges at the gap edge unless it is cut off or the edge is broadened. Refining the energy grid does not make it converge, because the integral grows logarithmically as the cut-off is removed.

Let \(\Delta>0\) be the gap, \(E>\Delta\) the quasiparticle energy, \(L\) the upper end of the energy window and \(\varepsilon>0\) the cut-off, with \(\Delta+\varepsilon<L\). The density of states relative to the normal metal is \(N(E)=E/\sqrt{E^2-\Delta^2}\), and the coherence factor is \(1+s\Delta^2/E^2\) with a real coefficient \(s\). Nuclear relaxation has \(s=1\); longitudinal ultrasonic attenuation has \(s=-1\). Define

\[
I_s(\varepsilon)=\int_{\Delta+\varepsilon}^{L}N(E)^2\left(1+\frac{s\Delta^2}{E^2}\right)dE .
\]

The claim is that

\[
I_s(\varepsilon)=L-\Delta-\varepsilon+\frac{1+s}{2}\,\Delta\ln\frac{(L-\Delta)(2\Delta+\varepsilon)}{(L+\Delta)\,\varepsilon},
\]

and that \(I_s\) has a finite limit as \(\varepsilon\to0^+\) exactly when \(s=-1\). For \(s=1\) it tends to \(+\infty\).

## From a pole at the gap edge to a logarithm

Since \(N^2=E^2/(E^2-\Delta^2)\), the integrand is

\[
\frac{E^2+s\Delta^2}{E^2-\Delta^2}=1+\frac{(1+s)\Delta^2}{E^2-\Delta^2}
=1+\frac{1+s}{2}\,\Delta\left(\frac1{E-\Delta}-\frac1{E+\Delta}\right).
\]

An antiderivative is therefore

\[
F(E)=E+\frac{1+s}{2}\,\Delta\,[\ln(E-\Delta)-\ln(E+\Delta)].
\]

At the lower end, \(E-\Delta=\varepsilon\) and \(E+\Delta=2\Delta+\varepsilon\), so \(F(L)-F(\Delta+\varepsilon)\) is the closed form above.

Splitting off \(\ln(1/\varepsilon)\) gives, as \(\varepsilon\to0^+\),

\[
I_s(\varepsilon)-\frac{1+s}{2}\,\Delta\ln\frac1\varepsilon\;\longrightarrow\;
L-\Delta+\frac{1+s}{2}\,\Delta\ln\frac{2\Delta(L-\Delta)}{L+\Delta}.
\]

If \(s\neq-1\) and \(I_s\) had a finite limit, \(\ln(1/\varepsilon)\) would have one too, which is false. If \(s=-1\), the logarithm is absent and \(I_{-1}(\varepsilon)=L-\Delta-\varepsilon\). For \(s=1\) the coefficient of \(\ln(1/\varepsilon)\) is \(\Delta>0\), hence the divergence to \(+\infty\).

## Density of states, coherence factor and cut-off in Lean

```lean
import Mathlib

open Filter Topology

namespace HebelSlichter

noncomputable section
```

Energies are real numbers in one fixed unit, which gives \(\ln(1/\varepsilon)\) a meaning.

```lean
/-- The BCS density of states relative to the normal metal, at energy `E` above the gap `Δ`
(domain `0 < Δ < E`). -/
def bcsDos (Δ E : ℝ) : ℝ := E / √(E ^ 2 - Δ ^ 2)

/-- The coherence factor `1 + s Δ² / E²` with coefficient `s` (domain `E ≠ 0`). -/
def coherence (s Δ E : ℝ) : ℝ := 1 + s * Δ ^ 2 / E ^ 2
```

Both functions are taken as given, not derived from a pairing Hamiltonian. The coefficient `s` is left free so that the cancellation at \(-1\) can be shown to be the only one.

```lean
/-- The squared density of states times the coherence factor, integrated from `ε` above the
gap up to the energy `L` (domain `0 < Δ`, `0 < ε`, `Δ + ε < L`). -/
def relaxationIntegral (s Δ L ε : ℝ) : ℝ :=
  ∫ E in (Δ + ε)..L, bcsDos Δ E ^ 2 * coherence s Δ E
```

This integral has a fixed gap, no thermal occupation factors and no nuclear Zeeman energy. At nonzero temperature the thermal factor in the rate is smooth and positive at the gap edge, so it rescales the coefficient of the logarithm but does not remove the divergence. The Hebel–Slichter peak seen in experiment is a maximum of the relaxation rate as a function of temperature; the theorems concern the gap-edge logarithm behind it in this idealised model. The cut-off stands in for whatever smooths the edge in a real metal, such as gap anisotropy or a finite quasiparticle lifetime.

An alternative model integrates over the whole range from \(\Delta\) to \(L\) with values in \([0,\infty]\). For \(s=1\) the result would simply be \(\infty\), and the strength of the logarithm would be lost.

## The closed form at finite cut-off

```lean
/-- Above the gap the integrand equals `1` plus the term `(1 + s) * Δ ^ 2 / (E ^ 2 - Δ ^ 2)`. -/
theorem integrand_eq (s : ℝ) {Δ E : ℝ} (hΔ : 0 < Δ) (hE : Δ < E) :
    bcsDos Δ E ^ 2 * coherence s Δ E = 1 + (1 + s) * Δ ^ 2 / (E ^ 2 - Δ ^ 2) := by
  have h : 0 < E ^ 2 - Δ ^ 2 := by nlinarith
  have hne : E ^ 2 - Δ ^ 2 ≠ 0 := h.ne'
  have hE0 : E ≠ 0 := (hΔ.trans hE).ne'
  unfold bcsDos coherence
  rw [div_pow, Real.sq_sqrt h.le]
  field_simp
  ring
```

The hypothesis `Δ < E` makes the radicand positive, so the squared root can be replaced by \(E^2-\Delta^2\); the rest is algebra.

```lean
/-- An explicit antiderivative of the integrand above the gap. -/
theorem hasDerivAt_antiderivative (s : ℝ) {Δ E : ℝ} (hΔ : 0 < Δ) (hE : Δ < E) :
    HasDerivAt (fun x => x + (1 + s) / 2 * Δ * (Real.log (x - Δ) - Real.log (x + Δ)))
      (1 + (1 + s) * Δ ^ 2 / (E ^ 2 - Δ ^ 2)) E := by
  have hm : E - Δ ≠ 0 := (sub_pos.mpr hE).ne'
  have hp : E + Δ ≠ 0 := by linarith
  have h1 : HasDerivAt (fun x => Real.log (x - Δ)) (1 / (E - Δ)) E :=
    ((hasDerivAt_id' E).sub_const Δ).log hm
  have h2 : HasDerivAt (fun x => Real.log (x + Δ)) (1 / (E + Δ)) E :=
    ((hasDerivAt_id' E).add_const Δ).log hp
  refine ((hasDerivAt_id' E).fun_add
    ((h1.fun_sub h2).const_mul ((1 + s) / 2 * Δ))).congr_deriv ?_
  rw [show E ^ 2 - Δ ^ 2 = (E - Δ) * (E + Δ) by ring]
  field_simp
  ring
```

Differentiating the two logarithms and combining the fractions reverses the partial-fraction step.

```lean
/-- Closed form of the relaxation integral for any coherence coefficient `s`: the logarithm has the
coefficient `(1 + s) / 2 * Δ`. -/
theorem relaxationIntegral_eq (s : ℝ) {Δ L ε : ℝ} (hΔ : 0 < Δ) (hε : 0 < ε)
    (hL : Δ + ε < L) :
    relaxationIntegral s Δ L ε = L - Δ - ε +
      (1 + s) / 2 * Δ * Real.log ((L - Δ) * (2 * Δ + ε) / ((L + Δ) * ε)) := by
  -- the whole integration range lies above the gap
  have key : ∀ E ∈ Set.uIcc (Δ + ε) L, Δ < E := by
    intro E hE
    rw [Set.uIcc_of_le hL.le] at hE
    linarith [hE.1]
  have hcongr : relaxationIntegral s Δ L ε =
      ∫ E in (Δ + ε)..L, (1 + (1 + s) * Δ ^ 2 / (E ^ 2 - Δ ^ 2)) :=
    intervalIntegral.integral_congr (fun E hE => integrand_eq s hΔ (key E hE))
  have hint : IntervalIntegrable (fun E : ℝ => 1 + (1 + s) * Δ ^ 2 / (E ^ 2 - Δ ^ 2))
      MeasureTheory.volume (Δ + ε) L := by
    apply ContinuousOn.intervalIntegrable
    refine continuousOn_const.add (continuousOn_const.div (by fun_prop) ?_)
    intro E hE
    have h := key E hE
    have : 0 < E ^ 2 - Δ ^ 2 := by nlinarith
    exact this.ne'
  rw [hcongr, intervalIntegral.integral_eq_sub_of_hasDerivAt
    (fun E hE => hasDerivAt_antiderivative s hΔ (key E hE)) hint]
  -- collect the four logarithms
  have e1 : Δ + ε - Δ = ε := by ring
  have e2 : Δ + ε + Δ = 2 * Δ + ε := by ring
  have p1 : L - Δ ≠ 0 := by linarith
  have p2 : L + Δ ≠ 0 := by linarith
  have p3 : 2 * Δ + ε ≠ 0 := by linarith
  simp only [e1, e2]
  rw [Real.log_div (mul_ne_zero p1 p3) (mul_ne_zero p2 hε.ne'),
    Real.log_mul p1 p3, Real.log_mul p2 hε.ne']
  ring
```

Here `key` records that the whole range lies above the gap. The integrand is then rewritten, shown to be integrable by continuity, and integrated by the fundamental theorem of calculus. The last lines collect the four logarithms.

## Removing the cut-off

```lean
/-- The logarithm of the inverse cut-off grows without bound as the cut-off is removed. -/
theorem tendsto_log_cutoff :
    Tendsto (fun ε : ℝ => Real.log (1 / ε)) (𝓝[>] 0) atTop := by
  simp only [one_div]
  exact Real.tendsto_log_atTop.comp tendsto_inv_nhdsGT_zero
```

The filter `𝓝[>] 0` expresses \(\varepsilon\to0^+\), and `atTop` expresses divergence to \(+\infty\).

```lean
/-- After subtraction of `(1 + s) / 2 * Δ * log (1 / ε)` the relaxation integral has a
finite limit as the cut-off is removed, given here explicitly. -/
theorem tendsto_sub_log (s : ℝ) {Δ L : ℝ} (hΔ : 0 < Δ) (hL : Δ < L) :
    Tendsto (fun ε => relaxationIntegral s Δ L ε - (1 + s) / 2 * Δ * Real.log (1 / ε))
      (𝓝[>] 0)
      (𝓝 (L - Δ + (1 + s) / 2 * Δ * Real.log ((L - Δ) * (2 * Δ) / (L + Δ)))) := by
  have p1 : 0 < L - Δ := sub_pos.mpr hL
  have p2 : 0 < L + Δ := by linarith
  have hc : ContinuousAt (fun ε : ℝ => (L - Δ) * (2 * Δ + ε) / (L + Δ)) 0 := by fun_prop
  have h0 : (L - Δ) * (2 * Δ + 0) / (L + Δ) ≠ 0 := by positivity
  have hg : ContinuousAt (fun ε : ℝ => L - Δ - ε +
      (1 + s) / 2 * Δ * Real.log ((L - Δ) * (2 * Δ + ε) / (L + Δ))) 0 :=
    (continuousAt_const.sub continuousAt_id).add (continuousAt_const.mul (hc.log h0))
  have ht : Tendsto (fun ε : ℝ => L - Δ - ε +
      (1 + s) / 2 * Δ * Real.log ((L - Δ) * (2 * Δ + ε) / (L + Δ))) (𝓝 0)
      (𝓝 (L - Δ - 0 +
        (1 + s) / 2 * Δ * Real.log ((L - Δ) * (2 * Δ + 0) / (L + Δ)))) := hg
  simp only [sub_zero, add_zero] at ht
  refine (ht.mono_left nhdsWithin_le_nhds).congr' ?_
  -- for small positive cut-off the closed form applies
  filter_upwards [Ioo_mem_nhdsGT p1] with ε hε
  have hε0 : 0 < ε := hε.1
  have hq : (L - Δ) * (2 * Δ + ε) / (L + Δ) ≠ 0 := by positivity
  have hi : 1 / ε ≠ 0 := by positivity
  rw [relaxationIntegral_eq s hΔ hε0 (by linarith [hε.2]),
    show (L - Δ) * (2 * Δ + ε) / ((L + Δ) * ε) =
      (L - Δ) * (2 * Δ + ε) / (L + Δ) * (1 / ε) by field_simp,
    Real.log_mul hq hi]
  ring
```

What remains after the subtraction is continuous at \(\varepsilon=0\), so its limit is its value there. The closed form is used only for \(0<\varepsilon<L-\Delta\), which is enough for the limit.

```lean
/-- The relaxation integral has a finite limit at the gap edge exactly when the coherence
coefficient is `s = -1`. -/
theorem finite_limit_iff (s : ℝ) {Δ L : ℝ} (hΔ : 0 < Δ) (hL : Δ < L) :
    (∃ a, Tendsto (relaxationIntegral s Δ L) (𝓝[>] 0) (𝓝 a)) ↔ s = -1 := by
  constructor
  · rintro ⟨a, ha⟩
    by_contra hs
    have hc : (1 + s) / 2 * Δ ≠ 0 :=
      mul_ne_zero (fun h => hs (by linarith)) hΔ.ne'
    -- a finite limit would force the bare logarithm to converge
    have h := (ha.sub (tendsto_sub_log s hΔ hL)).const_mul ((1 + s) / 2 * Δ)⁻¹
    refine not_tendsto_nhds_of_tendsto_atTop tendsto_log_cutoff _ (h.congr fun ε => ?_)
    rw [sub_sub_cancel, inv_mul_cancel_left₀ hc]
  · rintro rfl
    exact ⟨_, (tendsto_sub_log (-1) hΔ hL).congr fun ε => by ring⟩
```

The forward direction is the contradiction argument above: subtract the two limits and divide by \((1+s)\Delta/2\). The converse substitutes \(s=-1\) in the previous theorem.

```lean
/-- The Hebel-Slichter logarithm: with coherence factor `1 + Δ² / E²` the relaxation integral
has the stated closed form and diverges to `+∞` as the cut-off `ε` tends to zero. -/
theorem hebel_slichter {Δ L : ℝ} (hΔ : 0 < Δ) (hL : Δ < L) :
    (∀ ε, 0 < ε → Δ + ε < L → relaxationIntegral 1 Δ L ε =
      L - Δ - ε + Δ * Real.log ((L - Δ) * (2 * Δ + ε) / ((L + Δ) * ε))) ∧
    Tendsto (relaxationIntegral 1 Δ L) (𝓝[>] 0) atTop := by
  constructor
  · intro ε hε h
    rw [relaxationIntegral_eq 1 hΔ hε h]
    ring
  · have hlog := tendsto_log_cutoff.const_mul_atTop hΔ
    exact ((tendsto_sub_log 1 hΔ hL).add_atTop hlog).congr fun ε => by ring
```

The first part is the closed form at `s = 1`. The second adds the divergent \(\Delta\ln(1/\varepsilon)\) back to a quantity with a finite limit.

```lean
/-- With coherence factor `1 - Δ² / E²` the integral equals the length of the
energy window. -/
theorem no_logarithm {Δ L ε : ℝ} (hΔ : 0 < Δ) (hε : 0 < ε) (hL : Δ + ε < L) :
    relaxationIntegral (-1) Δ L ε = L - Δ - ε := by
  rw [relaxationIntegral_eq (-1) hΔ hε hL]
  ring

end

end HebelSlichter
```

At `s = -1` the coefficient of the logarithm is zero, and only the width of the energy window is left.

```lean
#print axioms HebelSlichter.relaxationIntegral_eq
-- 'HebelSlichter.relaxationIntegral_eq' depends on axioms: [propext, Classical.choice, Quot.sound]
#print axioms HebelSlichter.finite_limit_iff
-- 'HebelSlichter.finite_limit_iff' depends on axioms: [propext, Classical.choice, Quot.sound]
#print axioms HebelSlichter.hebel_slichter
-- 'HebelSlichter.hebel_slichter' depends on axioms: [propext, Classical.choice, Quot.sound]
#print axioms HebelSlichter.no_logarithm
-- 'HebelSlichter.no_logarithm' depends on axioms: [propext, Classical.choice, Quot.sound]
```
